# Cusps of a convex surface free energy give facets, and slopes strictly above a spanning chord are missing

## Which slope appears at a position

We say that a crystal shows the slope $p_0$ at position $x$ when $p_0$ maximizes $p\,x-f(p)$ over all real slopes $p$. Here $f(p)$ is the surface free energy per projected area, and $x$ is the position multiplied by the Lagrange multiplier for the volume, with its sign chosen so that $x=f'(p)$ on smooth parts.

This criterion, `IsSelected f x p₀`, is the starting point. Its derivation from minimal surface free energy at fixed volume is not treated. The Lean namespace is named after Andreev's Legendre-transform relation between free energy and crystal shape; that relation is not proved here, only consequences of the criterion. The model has one slope component and excludes vertical surfaces. It describes a single surface over all real $x$, and a slope "appears" if it is selected at some real $x$. Where a finite crystal ends because this surface meets another one is not determined, and slopes beyond that point are cut off. Since the maximum is global, metastable orientations do not count.

## Cusps and facets

Let $f$ have left derivative $a$ and right derivative $b$ at $p_0$. In Lean these are `HasDerivWithinAt` hypotheses on `Iio p₀` and `Ioi p₀`. If $f$ is convex on $\mathbb R$ (`ConvexOn ℝ univ f`), then $p_0$ appears at $x$ exactly when $a\le x\le b$.

Selection means $f(p)-f(p_0)\ge x(p-p_0)$ for all $p$. Write
$$s(p)=\frac{f(p)-f(p_0)}{p-p_0}.$$
Dividing by $p-p_0$ gives $s(p)\le x$ for $p<p_0$ and $s(p)\ge x$ for $p>p_0$. The limits $p\to p_0$ give $a\le x\le b$, without convexity.

Conversely, convexity makes $s$ nondecreasing. For $p<q<p_0$ we have $s(p)\le s(q)$, and $q\to p_0$ gives $s(p)\le a\le x$. Likewise $s(p)\ge b\ge x$ on the right. Multiplying by $p-p_0$ restores the selection inequality.

So a slope occupies two different positions exactly when $a<b$, a cusp. If $f$ is differentiable at $p_0$, the only position is $x=f'(p_0)$.

## The facet of a stepped surface

Take $f(p)=\gamma+\beta|p|+g|p|^3$, where $\gamma$ is the terrace term, $\beta$ the step free energy per unit step height, and $g\ge0$ means that the net step interaction, entropic repulsion included, is not attractive. This is a small-slope form, used here as a model for all $p$. The one-sided derivatives at $0$ are $\mp\beta$, so selection of $p=0$ forces $|x|\le\beta$. Conversely, if $|x|\le\beta$, then $px\le|p||x|\le\beta|p|+g|p|^3$, so $px-f(p)\le-\gamma=-f(0)$.

In this one-slope equilibrium model with $\beta\ge0$, the facet therefore has half-width $\beta$ in the scaled coordinate $x$. Turning a step free energy obtained from simulation into a facet length also requires the step height and the Lagrange multiplier.

For $\gamma=3$, $\beta=2$, $g=1$, the facet is $|x|\le2$. At $x=5$ and $p\ge0$ the quantity to maximize is $3p-p^3-3$, largest at $p=1$ with value $-1$; negative $p$ give less than $-3$. The slope there is $1$.

## Missing orientations

Now let $f$ be arbitrary and $p_1<p<p_2$. The chord value $L$ at $p$ satisfies
$$(p_2-p_1)L=(p_2-p)f(p_1)+(p-p_1)f(p_2).$$
If $p$ is selected at $x$, then $f(p_i)\ge f(p)+x(p_i-p)$ for $i=1,2$. With weights $p_2-p$ and $p-p_1$ the terms in $x$ cancel, leaving $L\ge f(p)$. A slope with $f(p)>L$ therefore appears nowhere.

Conversely, suppose no spanning chord passes below $f(p)$. For $q<p<r$ the chord inequality rearranges to
$$\frac{f(p)-f(q)}{p-q}\le\frac{f(r)-f(p)}{r-p}.$$
The supremum $x$ of the left-hand slopes is finite and is at most every right-hand slope. Multiplying out shows that $p$ is selected at $x$.

Adding a constant to $f$ does not change which slopes are selected, so the next example is a model free energy with a positive constant left out. For $f(p)=(p^2-1)^2$, the chord from $-1$ to $1$ is zero, so slopes with $|p|<1$ are missing. If $|p|\ge1$, put $x=4p(p^2-1)$; then
$$f(q)-f(p)-x(q-p)=(q-p)^2\left[(q+p)^2+2(p^2-1)\right]\ge0,$$
so $p$ appears.

Adding two selection inequalities also gives a neighbouring result, left here as a pencil exercise: if $p$ appears at $x$ and $q$ at $y>x$, then $(q-p)(y-x)\ge0$, so $q\ge p$.

## The Lean file

```lean
import Mathlib

open Set Filter Topology

namespace AndreevDuality

noncomputable section

/-- At position `x` the crystal surface shows the slope `p₀`: this slope maximizes
`p x - f p`, where `f` is the surface free energy per projected area. -/
def IsSelected (f : ℝ → ℝ) (x p₀ : ℝ) : Prop :=
  ∀ p, p * x - f p ≤ p₀ * x - f p₀

/-- The chord of `f` through the slopes `p₁` and `p₂`, evaluated at `p`, for `p₁ ≠ p₂`. -/
def chord (f : ℝ → ℝ) (p₁ p₂ p : ℝ) : ℝ :=
  f p₁ + (f p₂ - f p₁) / (p₂ - p₁) * (p - p₁)

/-- The free energy of a stepped surface: a terrace term `γ`, a step term `β |p|` and a
step interaction term `g |p|³`. -/
def stepEnergy (γ β g p : ℝ) : ℝ := γ + β * |p| + g * |p| ^ 3

/-- A double-well model of the surface free energy, up to an additive constant, with two equal
minima, at the slopes `-1` and `1`. -/
def doubleWell (p : ℝ) : ℝ := (p ^ 2 - 1) ^ 2

/-- For any free energy with one-sided derivatives at `p₀`, a position showing the slope `p₀`
lies between the left and the right derivative. -/
theorem slope_bounds_of_selected {f : ℝ → ℝ} {x p₀ a b : ℝ}
    (ha : HasDerivWithinAt f a (Iio p₀) p₀) (hb : HasDerivWithinAt f b (Ioi p₀) p₀)
    (h : IsSelected f x p₀) : a ≤ x ∧ x ≤ b := by
  have ha' := (hasDerivWithinAt_iff_tendsto_slope' (show p₀ ∉ Iio p₀ by simp)).1 ha
  have hb' := (hasDerivWithinAt_iff_tendsto_slope' (show p₀ ∉ Ioi p₀ by simp)).1 hb
  constructor
  · refine le_of_tendsto ha' ?_
    filter_upwards [self_mem_nhdsWithin] with p hp
    have hp' : p < p₀ := hp
    rw [slope_def_field, div_le_iff_of_neg (sub_neg.2 hp')]
    linarith [h p]
  · refine ge_of_tendsto hb' ?_
    filter_upwards [self_mem_nhdsWithin] with p hp
    have hp' : p₀ < p := hp
    rw [slope_def_field, le_div_iff₀ (sub_pos.2 hp')]
    linarith [h p]

/-- For a convex free energy, the slope `p₀` appears at `x` exactly when `x` lies between the left
derivative `a` and the right derivative `b` at `p₀`. -/
theorem selected_iff_mem_Icc {f : ℝ → ℝ} {x p₀ a b : ℝ} (hf : ConvexOn ℝ univ f)
    (ha : HasDerivWithinAt f a (Iio p₀) p₀) (hb : HasDerivWithinAt f b (Ioi p₀) p₀) :
    IsSelected f x p₀ ↔ x ∈ Icc a b := by
  refine ⟨fun h => slope_bounds_of_selected ha hb h, fun hx p => ?_⟩
  have ha' := (hasDerivWithinAt_iff_tendsto_slope' (show p₀ ∉ Iio p₀ by simp)).1 ha
  have hb' := (hasDerivWithinAt_iff_tendsto_slope' (show p₀ ∉ Ioi p₀ by simp)).1 hb
  rcases lt_trichotomy p p₀ with hp | rfl | hp
  · -- secants on the left are at most the left derivative
    have hs : (f p - f p₀) / (p - p₀) ≤ a := by
      refine ge_of_tendsto ha' ?_
      filter_upwards [Ioo_mem_nhdsLT hp] with q hq
      rw [slope_def_field]
      exact hf.secant_mono (mem_univ _) (mem_univ _) (mem_univ _) hp.ne hq.2.ne hq.1.le
    have hs' := hs.trans hx.1
    rw [div_le_iff_of_neg (sub_neg.2 hp)] at hs'
    linarith
  · exact le_rfl
  · -- secants on the right are at least the right derivative
    have hs : b ≤ (f p - f p₀) / (p - p₀) := by
      refine le_of_tendsto hb' ?_
      filter_upwards [Ioo_mem_nhdsGT hp] with q hq
      rw [slope_def_field]
      exact hf.secant_mono (mem_univ _) (mem_univ _) (mem_univ _) hq.1.ne' hp.ne' hq.2.le
    have hs' := hx.2.trans hs
    rw [le_div_iff₀ (sub_pos.2 hp)] at hs'
    linarith

/-- For a convex free energy, a slope appears at two different positions exactly when the
free energy has a cusp there. -/
theorem facet_iff_cusp {f : ℝ → ℝ} {p₀ a b : ℝ} (hf : ConvexOn ℝ univ f)
    (ha : HasDerivWithinAt f a (Iio p₀) p₀) (hb : HasDerivWithinAt f b (Ioi p₀) p₀) :
    (∃ x y, x < y ∧ IsSelected f x p₀ ∧ IsSelected f y p₀) ↔ a < b := by
  simp only [selected_iff_mem_Icc hf ha hb]
  constructor
  · rintro ⟨x, y, hxy, hx, hy⟩
    exact hx.1.trans_lt (hxy.trans_le hy.2)
  · intro h
    exact ⟨a, b, h, ⟨le_rfl, h.le⟩, ⟨h.le, le_rfl⟩⟩

/-- Where a convex free energy is differentiable, the slope `p₀` appears at exactly one
position, the derivative of the free energy. -/
theorem selected_iff_eq_deriv {f : ℝ → ℝ} {x p₀ d : ℝ} (hf : ConvexOn ℝ univ f)
    (hd : HasDerivAt f d p₀) : IsSelected f x p₀ ↔ x = d := by
  rw [selected_iff_mem_Icc hf hd.hasDerivWithinAt hd.hasDerivWithinAt, Icc_self,
    mem_singleton_iff]

/-- With non-negative step interaction `g`, the flat terrace appears exactly at the positions
with `|x| ≤ β`, where `β` is the coefficient of the step term. -/
theorem step_facet {γ β g x : ℝ} (hg : 0 ≤ g) :
    IsSelected (stepEnergy γ β g) x 0 ↔ |x| ≤ β := by
  constructor
  · intro h
    have hpoly : ∀ c d : ℝ, HasDerivAt (fun p : ℝ => γ + c * p + d * p ^ 3) c 0 := by
      intro c d
      have h1 := (((hasDerivAt_id' (0 : ℝ)).const_mul c).const_add γ).fun_add
        ((hasDerivAt_pow 3 (0 : ℝ)).const_mul d)
      exact h1.congr_deriv (by norm_num)
    -- on each side of the cusp the free energy is a polynomial
    have hl : HasDerivWithinAt (stepEnergy γ β g) (-β) (Iio 0) 0 := by
      refine (hpoly (-β) (-g)).hasDerivWithinAt.congr (fun p hp => ?_) (by simp [stepEnergy])
      have hp' : p < 0 := hp
      simp only [stepEnergy, abs_of_neg hp']
      ring
    have hr : HasDerivWithinAt (stepEnergy γ β g) β (Ioi 0) 0 := by
      refine (hpoly β g).hasDerivWithinAt.congr (fun p hp => ?_) (by simp [stepEnergy])
      have hp' : 0 < p := hp
      simp only [stepEnergy, abs_of_pos hp']
    exact abs_le.2 (slope_bounds_of_selected hl hr h)
  · intro h p
    have h1 : p * x ≤ |p| * |x| := (le_abs_self (p * x)).trans_eq (abs_mul p x)
    have h2 := mul_le_mul_of_nonneg_left h (abs_nonneg p)
    have h3 : 0 ≤ g * |p| ^ 3 := by positivity
    simp only [stepEnergy, abs_zero]
    nlinarith

/-- The chord is the lever-rule average of the free energies at its two ends. -/
theorem chord_lever_rule (f : ℝ → ℝ) {p₁ p₂ : ℝ} (p : ℝ) (h : p₁ < p₂) :
    (p₂ - p₁) * chord f p₁ p₂ p = (p₂ - p) * f p₁ + (p - p₁) * f p₂ := by
  have h1 : (f p₂ - f p₁) / (p₂ - p₁) * (p₂ - p₁) = f p₂ - f p₁ :=
    div_mul_cancel₀ _ (sub_pos.2 h).ne'
  unfold chord
  linear_combination (p - p₁) * h1

/-- Missing orientation: for any free energy, a slope whose free energy lies strictly above
a chord spanning it appears at no position. -/
theorem missing_orientation {f : ℝ → ℝ} {p₁ p₂ p : ℝ} (h₁ : p₁ < p) (h₂ : p < p₂)
    (h : chord f p₁ p₂ p < f p) (x : ℝ) : ¬ IsSelected f x p := by
  intro hs
  have e := chord_lever_rule f p (h₁.trans h₂)
  have h3 := mul_lt_mul_of_pos_left h (sub_pos.2 (h₁.trans h₂))
  -- weight the two maximality conditions by the lever rule
  have h4 := mul_le_mul_of_nonneg_left (hs p₁) (sub_pos.2 h₂).le
  have h5 := mul_le_mul_of_nonneg_left (hs p₂) (sub_pos.2 h₁).le
  nlinarith

/-- For any free energy, a slope appears somewhere on the crystal exactly when no chord
spanning it passes below its free energy. -/
theorem appears_iff_le_chord {f : ℝ → ℝ} {p : ℝ} :
    (∃ x, IsSelected f x p) ↔ ∀ p₁ p₂, p₁ < p → p < p₂ → f p ≤ chord f p₁ p₂ p := by
  constructor
  · rintro ⟨x, hx⟩ p₁ p₂ h₁ h₂
    exact not_lt.1 fun h => missing_orientation h₁ h₂ h x hx
  · intro h
    -- every left secant slope is at most every right secant slope
    have key : ∀ q, q < p → ∀ r, p < r →
        (f p - f q) / (p - q) ≤ (f r - f p) / (r - p) := by
      intro q hq r hr
      rw [div_le_div_iff₀ (sub_pos.2 hq) (sub_pos.2 hr)]
      have e := chord_lever_rule f p (hq.trans hr)
      have h1 := mul_le_mul_of_nonneg_left (h q r hq hr) (sub_pos.2 (hq.trans hr)).le
      nlinarith
    obtain ⟨x, hl, hr⟩ : ∃ x, (∀ q, q < p → (f p - f q) / (p - q) ≤ x) ∧
        (∀ r, p < r → x ≤ (f r - f p) / (r - p)) := by
      refine ⟨sSup ((fun q => (f p - f q) / (p - q)) '' Iio p), fun q hq => ?_, fun r hr => ?_⟩
      · refine le_csSup ⟨(f (p + 1) - f p) / (p + 1 - p), ?_⟩ ⟨q, hq, rfl⟩
        rintro _ ⟨s, hs, rfl⟩
        exact key s hs (p + 1) (by linarith)
      · refine csSup_le ⟨_, ⟨p - 1, show p - 1 < p by linarith, rfl⟩⟩ ?_
        rintro _ ⟨s, hs, rfl⟩
        exact key s hs r hr
    refine ⟨x, fun q => ?_⟩
    rcases lt_trichotomy q p with hq | rfl | hq
    · have h1 := hl q hq
      rw [div_le_iff₀ (sub_pos.2 hq)] at h1
      linarith
    · exact le_rfl
    · have h1 := hr q hq
      rw [le_div_iff₀ (sub_pos.2 hq)] at h1
      linarith

/-- For the double-well free energy, the slopes that appear on the crystal are exactly those
with `|p| ≥ 1`. -/
theorem doubleWell_appears_iff {p : ℝ} :
    (∃ x, IsSelected doubleWell x p) ↔ 1 ≤ |p| := by
  constructor
  · rintro ⟨x, hx⟩
    by_contra hp
    obtain ⟨h₁, h₂⟩ := abs_lt.1 (not_le.1 hp)
    have hneg : p ^ 2 - 1 < 0 := by nlinarith
    have hc : chord doubleWell (-1) 1 p = 0 := by norm_num [chord, doubleWell]
    refine missing_orientation h₁ h₂ ?_ x hx
    rw [hc]
    unfold doubleWell
    nlinarith [mul_pos_of_neg_of_neg hneg hneg]
  · intro hp
    have hp2 : 1 ≤ p ^ 2 := by nlinarith [sq_abs p]
    refine ⟨4 * p * (p ^ 2 - 1), fun q => ?_⟩
    have h1 : 0 ≤ (q + p) ^ 2 + 2 * (p ^ 2 - 1) := by nlinarith [sq_nonneg (q + p)]
    simp only [doubleWell]
    nlinarith [mul_nonneg (sq_nonneg (q - p)) h1]

end

end AndreevDuality
```

```lean
#print axioms AndreevDuality.facet_iff_cusp
-- 'AndreevDuality.facet_iff_cusp' depends on axioms: [propext, Classical.choice, Quot.sound]
#print axioms AndreevDuality.missing_orientation
-- 'AndreevDuality.missing_orientation' depends on axioms: [propext, Classical.choice, Quot.sound]
#print axioms AndreevDuality.appears_iff_le_chord
-- 'AndreevDuality.appears_iff_le_chord' depends on axioms: [propext, Classical.choice, Quot.sound]
#print axioms AndreevDuality.doubleWell_appears_iff
-- 'AndreevDuality.doubleWell_appears_iff' depends on axioms: [propext, Classical.choice, Quot.sound]
```

## From secant slopes to the Lean proofs

`slope_bounds_of_selected` turns the one-sided derivatives into limits of secant slopes, and `le_of_tendsto` and `ge_of_tendsto` pass the bounds to the limit. `selected_iff_mem_Icc` adds the converse, with `secant_mono` supplying the monotonicity of $s$. `facet_iff_cusp` and `selected_iff_eq_deriv` read off its consequences.

`step_facet` replaces $f$ by a polynomial on each side of zero to find the derivatives $\mp\beta$, then applies `slope_bounds_of_selected`, which does not assume convexity. The converse is the direct estimate given above, so no convexity proof is needed.

In `missing_orientation`, `h4` and `h5` are the weighted inequalities, which `nlinarith` combines with `chord_lever_rule`. In `appears_iff_le_chord`, `key` is the comparison of left and right slopes, and `sSup` supplies the position. `doubleWell_appears_iff` uses the zero chord in one direction and the factorization above in the other.
